# The largest norm-conserving subspace of an m×m augmentation matrix has dimension m − max(p,q), with p positive and q negative eigenvalues

## Partial waves, augmentation matrix and sign counts

There are m all-electron partial waves and m pseudo partial waves, each given by K complex components in an orthonormal finite basis. They are the columns of K×m matrices Φ and Φ̃, and ᴴ denotes the conjugate transpose. In Lean the columns are labelled by a finite type `n` with m = `Fintype.card n`, the rows by a finite type `k` with K elements; m = 0 and K = 0 are allowed.

```lean
import Mathlib

open Matrix Module

namespace NormConservingSubspace

noncomputable section

variable {n k : Type*} [Fintype n] [DecidableEq n] [Fintype k]
```

The augmentation matrix is the difference of the two overlap matrices,

    Q = ΦᴴΦ − Φ̃ᴴΦ̃.

The columns of `Phi` and `Phit` need not be normalised or linearly independent.

```lean
/-- Augmentation matrix `Q = Φᴴ Φ - Φ̃ᴴ Φ̃` of all-electron and pseudo partial waves (columns). -/
def augmentation (Phi Phit : Matrix k n ℂ) : Matrix n n ℂ := Phiᴴ * Phi - Phitᴴ * Phit
```

A coefficient vector a ∈ ℂ^m fixes the combinations Φa and Φ̃a. The form aᴴQb is antilinear in a and linear in b, as the inner product ⟨a|b⟩ is; `star a` conjugates the components.

```lean
/-- The sesquilinear form `aᴴ Q b` on coefficient vectors. -/
def form (Q : Matrix n n ℂ) (a b : n → ℂ) : ℂ := star a ⬝ᵥ Q *ᵥ b
```

A complex subspace S of ℂ^m is called norm-conserving when aᴴQb = 0 for all pairs a, b in S.

```lean
/-- A subspace of coefficient vectors on which `aᴴ Q b = 0` for all `a`, `b`. -/
def NormConserving (Q : Matrix n n ℂ) (S : Submodule ℂ (n → ℂ)) : Prop :=
  ∀ a ∈ S, ∀ b ∈ S, form Q a b = 0
```

For real numbers d_i, with i running over `n`, `numPos d` and `numNeg d` count the indices with d_i > 0 and with d_i < 0. Zeros enter neither count, and repeated values are counted with multiplicity.

```lean
/-- Number of positive entries of a real family. -/
def numPos (d : n → ℝ) : ℕ := Fintype.card {i // 0 < d i}

/-- Number of negative entries of a real family. -/
def numNeg (d : n → ℝ) : ℕ := Fintype.card {i // d i < 0}
```

## (a) Q is Hermitian

Show that Qᴴ = Q.

For any matrix A, (AᴴA)ᴴ = Aᴴ(Aᴴ)ᴴ = AᴴA. Both terms of Q have this shape, and a difference of Hermitian matrices is Hermitian. Hence Q has m real eigenvalues. The Lean term applies `isHermitian_conjTranspose_mul_self` to each matrix and subtracts with `.sub`.

```lean
omit [Fintype n] [DecidableEq n] in
/-- The augmentation matrix is Hermitian. -/
theorem augmentation_isHermitian (Phi Phit : Matrix k n ℂ) :
    (augmentation Phi Phit).IsHermitian :=
  (isHermitian_conjTranspose_mul_self Phi).sub (isHermitian_conjTranspose_mul_self Phit)
```

## (b) Agreement of all-electron and pseudo overlaps

With ⟨u,v⟩ = uᴴv, show that S is norm-conserving exactly when ⟨Φa,Φb⟩ = ⟨Φ̃a,Φ̃b⟩ for all a, b in S.

For any K×m matrix A, aᴴ(AᴴA)b = (Aa)ᴴ(Ab). Applied to both terms of Q, this gives

    aᴴQb = ⟨Φa,Φb⟩ − ⟨Φ̃a,Φ̃b⟩,

which vanishes exactly when the two overlaps agree. For a = b the norms of Φa and Φ̃a agree, which accounts for the name. In the proof `key` is the first identity, and `sub_eq_zero` turns a vanishing difference into an equality.

```lean
omit [DecidableEq n] in
/-- A subspace is norm-conserving exactly when all-electron and pseudo overlaps agree on it. -/
theorem normConserving_iff_overlap (Phi Phit : Matrix k n ℂ) (S : Submodule ℂ (n → ℂ)) :
    NormConserving (augmentation Phi Phit) S ↔ ∀ a ∈ S, ∀ b ∈ S,
      star (Phi *ᵥ a) ⬝ᵥ Phi *ᵥ b = star (Phit *ᵥ a) ⬝ᵥ Phit *ᵥ b := by
  have key : ∀ (M : Matrix k n ℂ) (a b : n → ℂ),
      star a ⬝ᵥ (Mᴴ * M) *ᵥ b = star (M *ᵥ a) ⬝ᵥ M *ᵥ b := by
    intro M a b
    rw [← mulVec_mulVec, dotProduct_mulVec, ← star_mulVec]
  simp only [NormConserving, form, augmentation, sub_mulVec, dotProduct_sub, key, sub_eq_zero]
```

## (c) The form in diagonalising coordinates

Let V be any complex m×m matrix and d real. Show that for Q = Vᴴ diag(d) V, with x = Va and y = Vb,

    aᴴQb = Σ_i d_i x̄_i y_i.

Regrouping the product gives aᴴVᴴ diag(d) V b = (Va)ᴴ diag(d) (Vb). The diagonal matrix multiplies component i of y by d_i, and the dot product with x̄ sums over i. The `rw` line does the regrouping, `mulVec_diagonal` gives the components, and `ring` reorders the three factors in each term.

```lean
/-- For `Q = Vᴴ diag(d) V` the form is the `d`-weighted overlap of the coordinates `V a`, `V b`. -/
theorem form_congr (V : Matrix n n ℂ) (d : n → ℝ) (a b : n → ℂ) :
    form (Vᴴ * diagonal (fun i => (d i : ℂ)) * V) a b
      = ∑ i, (d i : ℂ) * (star ((V *ᵥ a) i) * (V *ᵥ b) i) := by
  unfold form
  rw [← mulVec_mulVec, ← mulVec_mulVec, dotProduct_mulVec, ← star_mulVec]
  simp only [dotProduct, mulVec_diagonal, Pi.star_apply]
  exact Finset.sum_congr rfl fun i _ => by ring
```

## (d) Upper bound on the dimension

From here to (f), p and q denote the numbers of positive and negative d_i. Let Q = Vᴴ diag(d) V with V invertible and let S be norm-conserving. Show that dim S + p ≤ m.

Let R send a ∈ S to the m − p coordinates (Va)_i with d_i ≤ 0. Suppose Ra = 0 and put x = Va, so that x_i = 0 wherever d_i ≤ 0. Norm conservation with b = a and part (c) give

    0 = aᴴQa = Σ_i d_i |x_i|².

Every term is non-negative, since either d_i > 0 or x_i = 0, so every term is zero. For d_i > 0 this forces x_i = 0. Thus x = 0 and a = V⁻¹x = 0. The linear map R is injective into a space of dimension m − p, so dim S ≤ m − p.

Invertibility is the hypothesis `IsUnit V`, from which a left inverse `W` is extracted. The steps `h2`, `h3`, `h4`, `h6` are the vanishing real sum, the sign of each term, x = 0 and a = 0; `LinearMap.finrank_le_finrank_of_injective` compares the dimensions.

Without invertibility the bound fails: for m = 1, V = 0 and d = 1 the matrix Q is zero, S = ℂ is norm-conserving, and dim S + p = 2 > 1.

```lean
/-- For `Q = Vᴴ diag(d) V` with `V` invertible, a norm-conserving subspace has dimension at most
`m - p`. -/
theorem finrank_add_numPos_le {Q V : Matrix n n ℂ} {d : n → ℝ} (hV : IsUnit V)
    (hQ : Q = Vᴴ * diagonal (fun i => (d i : ℂ)) * V) {S : Submodule ℂ (n → ℂ)}
    (hS : NormConserving Q S) : finrank ℂ S + numPos d ≤ Fintype.card n := by
  obtain ⟨W, hW⟩ := hV.exists_left_inv
  -- keep only the coordinates along non-positive directions
  let R : S →ₗ[ℂ] ({i // ¬ 0 < d i} → ℂ) :=
    (LinearMap.funLeft ℂ ℂ Subtype.val) ∘ₗ V.mulVecLin ∘ₗ S.subtype
  have hR : Function.Injective R := by
    rw [← LinearMap.ker_eq_bot, LinearMap.ker_eq_bot']
    intro a ha
    have h0 : ∀ i, ¬ 0 < d i → (V *ᵥ a.1) i = 0 := fun i hi => congrFun ha ⟨i, hi⟩
    have h1 := hS a.1 a.2 a.1 a.2
    rw [hQ, form_congr] at h1
    have h2 : ((∑ i, d i * Complex.normSq ((V *ᵥ a.1) i) : ℝ) : ℂ) = 0 := by
      rw [← h1]
      push_cast
      refine Finset.sum_congr rfl fun i _ => ?_
      rw [Complex.normSq_eq_conj_mul_self]
      try rfl
    have h3 : ∀ i ∈ Finset.univ, 0 ≤ d i * Complex.normSq ((V *ᵥ a.1) i) := by
      intro i _
      by_cases hi : 0 < d i
      · exact mul_nonneg hi.le (Complex.normSq_nonneg _)
      · simp [h0 i hi]
    have h4 : V *ᵥ a.1 = 0 := by
      funext i
      by_cases hi : 0 < d i
      · have h5 := (Finset.sum_eq_zero_iff_of_nonneg h3).1 (Complex.ofReal_eq_zero.mp h2) i
          (Finset.mem_univ i)
        exact Complex.normSq_eq_zero.mp ((mul_eq_zero.mp h5).resolve_left hi.ne')
      · exact h0 i hi
    have h6 : a.1 = W *ᵥ (V *ᵥ a.1) := by rw [mulVec_mulVec, hW, one_mulVec]
    rw [h4, mulVec_zero] at h6
    exact Subtype.ext h6
  have h := LinearMap.finrank_le_finrank_of_injective hR
  rw [finrank_fintype_fun_eq_card, Fintype.card_subtype_compl] at h
  have hp := Fintype.card_subtype_le (fun i => 0 < d i)
  unfold numPos
  omega
```

## (e) Pairing negative with positive directions

Let Q = Vᴴ diag(d) V with q ≤ p and V arbitrary. Construct a norm-conserving S with m ≤ dim S + p.

Since q ≤ p there is an injective map σ from the negative indices j to the positive indices l. Put s_i = √|d_i|, so that d_i = s_i² on positive and d_i = −s_i² on negative indices. Define a linear map M from ℂ^m to ℂ^p, with one component for each positive l:

    (Mx)_l = s_l x_l − Σ_{j : σ(j) = l} s_j x_j.

Injectivity of σ leaves at most one term in the sum, so Mx = 0 means

    s_σ(j) x_σ(j) = s_j x_j for every negative j,
    s_l x_l = 0 for every positive l outside the image of σ.

Take x, y with Mx = My = 0 and split Σ_i d_i x̄_i y_i by the sign of d_i. Indices with d_i = 0 contribute nothing, nor do unpaired positive indices. With conj for complex conjugation, the paired ones give

    Σ_j conj(s_σ(j) x_σ(j)) · s_σ(j) y_σ(j) = Σ_j conj(s_j x_j) · s_j y_j,

and the negative indices give minus the right-hand side. The total is zero. By (c), S = ker(MV) is norm-conserving, and rank–nullity gives m = rank(MV) + dim S ≤ p + dim S.

As a purely algebraic example (not a physical set of partial waves, since one all-electron and one pseudo column vanish), K = 1, Φ = (1 0), Φ̃ = (0 2) give Q = diag(1, −4). With V = 1 and components x₀, x₁ the condition is x₀ = 2x₁, and S is spanned by the unit vector (2, 1)/√5, for which |Φa|² = |Φ̃a|² = 4/5.

In Lean `hA` and `hB` are the two consequences of Mx = 0. Inside `key`, `h1` rewrites the positive part as a sum over negative indices through σ, `h2` treats the negative part, and the `calc` block splits by `lt_trichotomy` and cancels.

The hypothesis q ≤ p is needed: for m = 1, V = 1, d = −1 one has p = 0, the claim would require dim S ≥ 1, and aᴴQa = −|a|² allows only S = 0.

```lean
/-- For `Q = Vᴴ diag(d) V` with `q ≤ p` there is a norm-conserving subspace of dimension at least
`m - p`. -/
theorem exists_normConserving {Q V : Matrix n n ℂ} {d : n → ℝ}
    (hQ : Q = Vᴴ * diagonal (fun i => (d i : ℂ)) * V) (h : numNeg d ≤ numPos d) :
    ∃ S, NormConserving Q S ∧ Fintype.card n ≤ finrank ℂ S + numPos d := by
  -- pair every negative direction with its own positive direction
  obtain ⟨σ⟩ : Nonempty ({i // d i < 0} ↪ {i // 0 < d i}) :=
    Function.Embedding.nonempty_of_card_le h
  obtain ⟨s, hs, hpos, hneg⟩ : ∃ s : n → ℂ, (∀ i, star (s i) = s i) ∧
      (∀ i, 0 < d i → (d i : ℂ) = s i * s i) ∧ (∀ i, d i < 0 → (d i : ℂ) = -(s i * s i)) := by
    refine ⟨fun i => (Real.sqrt |d i| : ℝ), fun i => Complex.conj_ofReal _, fun i hi => ?_,
      fun i hi => ?_⟩
    · beta_reduce
      rw [← Complex.ofReal_mul, Real.mul_self_sqrt (abs_nonneg _), abs_of_pos hi]
    · beta_reduce
      rw [← Complex.ofReal_mul, Real.mul_self_sqrt (abs_nonneg _), abs_of_neg hi]
      simp
  -- one linear condition for each positive direction
  obtain ⟨M, hM⟩ : ∃ M : (n → ℂ) →ₗ[ℂ] ({i // 0 < d i} → ℂ), ∀ x l,
      M x l = s l.1 * x l.1 - ∑ j, (if σ j = l then s j.1 else 0) * x j.1 := by
    refine ⟨LinearMap.pi fun l => s l.1 • LinearMap.proj (R := ℂ) (φ := fun _ : n => ℂ) l.1
      - ∑ j, (if σ j = l then s j.1 else 0) •
        LinearMap.proj (R := ℂ) (φ := fun _ : n => ℂ) j.1, fun x l => ?_⟩
    simp only [LinearMap.pi_apply, LinearMap.sub_apply, LinearMap.smul_apply,
      LinearMap.sum_apply, LinearMap.proj_apply, smul_eq_mul]
  have hA : ∀ x, M x = 0 → ∀ j, s (σ j).1 * x (σ j).1 = s j.1 * x j.1 := by
    intro x hx j
    have h1 := hM x (σ j)
    rw [hx, Finset.sum_eq_single j (fun b _ hb => by
      rw [if_neg (fun h => hb (σ.injective h)), zero_mul]) (by simp), if_pos rfl] at h1
    exact sub_eq_zero.mp h1.symm
  have hB : ∀ x, M x = 0 → ∀ l, (∀ j, σ j ≠ l) → s l.1 * x l.1 = 0 := by
    intro x hx l hl
    have h1 := hM x l
    rw [hx, Finset.sum_eq_zero (fun j _ => by rw [if_neg (hl j), zero_mul]), sub_zero] at h1
    exact h1.symm
  -- positive and negative contributions cancel pair by pair
  have key : ∀ x y, M x = 0 → M y = 0 → ∑ i, (d i : ℂ) * (star (x i) * y i) = 0 := by
    intro x y hx hy
    have tp : ∀ i, 0 < d i → (d i : ℂ) * (star (x i) * y i) = star (s i * x i) * (s i * y i) :=
      fun i hi => by rw [star_mul', hs, hpos i hi]; ring
    have tn : ∀ i, d i < 0 →
        (d i : ℂ) * (star (x i) * y i) = -(star (s i * x i) * (s i * y i)) :=
      fun i hi => by rw [star_mul', hs, hneg i hi]; ring
    have h1 : ∑ j : {i // d i < 0}, star (s j.1 * x j.1) * (s j.1 * y j.1)
        = ∑ i, if 0 < d i then (d i : ℂ) * (star (x i) * y i) else 0 := by
      refine Fintype.sum_of_injective (fun j => (σ j).1)
        (Subtype.val_injective.comp σ.injective) _ _ (fun i hi => ?_) (fun j => ?_)
      · by_cases hp : 0 < d i
        · have h0 : s i * x i = 0 :=
            hB x hx ⟨i, hp⟩ (fun j hj => hi ⟨j, congrArg Subtype.val hj⟩)
          rw [if_pos hp, tp i hp, h0, star_zero, zero_mul]
        · rw [if_neg hp]
      · have hp : 0 < d (σ j).1 := (σ j).2
        rw [if_pos hp, tp _ hp, hA x hx j, hA y hy j]
    have h2 : ∑ j : {i // d i < 0}, -(star (s j.1 * x j.1) * (s j.1 * y j.1))
        = ∑ i, if d i < 0 then (d i : ℂ) * (star (x i) * y i) else 0 := by
      refine Fintype.sum_of_injective Subtype.val Subtype.val_injective _ _
        (fun i hi => if_neg fun hn => hi ⟨⟨i, hn⟩, rfl⟩) (fun j => ?_)
      have hn : d j.1 < 0 := j.2
      rw [if_pos hn, tn _ hn]
    calc ∑ i, (d i : ℂ) * (star (x i) * y i)
        = ∑ i, ((if 0 < d i then (d i : ℂ) * (star (x i) * y i) else 0)
          + (if d i < 0 then (d i : ℂ) * (star (x i) * y i) else 0)) := by
          refine Finset.sum_congr rfl fun i _ => ?_
          rcases lt_trichotomy (d i) 0 with hi | hi | hi
          · rw [if_neg (lt_asymm hi), if_pos hi, zero_add]
          · simp [hi]
          · rw [if_pos hi, if_neg (lt_asymm hi), add_zero]
      _ = 0 := by
          rw [Finset.sum_add_distrib, ← h1, ← h2, Finset.sum_neg_distrib, add_neg_cancel]
  refine ⟨LinearMap.ker (M ∘ₗ V.mulVecLin), fun a ha b hb => ?_, ?_⟩
  · rw [hQ, form_congr]
    exact key _ _ ha hb
  · have h1 := LinearMap.finrank_range_add_finrank_ker (M ∘ₗ V.mulVecLin)
    have h2 := Submodule.finrank_le (LinearMap.range (M ∘ₗ V.mulVecLin))
    rw [finrank_fintype_fun_eq_card] at h1 h2
    unfold numPos
    omega
```

## (f) Both signs together

For Q = Vᴴ diag(d) V with V invertible, show that every norm-conserving S satisfies dim S + max(p,q) ≤ m and that some S attains equality.

The matrix −Q equals Vᴴ diag(−d) V, has the same norm-conserving subspaces because aᴴ(−Q)b = −aᴴQb, and has the two counts exchanged. Part (d) applied to Q gives dim S + p ≤ m, and applied to −Q it gives dim S + q ≤ m; together they give the bound. If q ≤ p, part (e) supplies S with dim S + p ≥ m, where p = max(p,q). If p ≤ q, part (e) for −Q supplies S with dim S + q ≥ m. In both cases the bound turns the inequality into an equality.

These observations are `hQ'`, `hN`, `e1`, `e2`; `hup` is the bound and `le_total` makes the case split. The statement concerns any Q of this shape and contains no subtraction.

```lean
/-- For `Q = Vᴴ diag(d) V` with `V` invertible, every norm-conserving subspace has
`dim + max(p,q) ≤ m`, and some norm-conserving subspace has `dim + max(p,q) = m`. -/
theorem largest_of_congruence {Q V : Matrix n n ℂ} {d : n → ℝ} (hV : IsUnit V)
    (hQ : Q = Vᴴ * diagonal (fun i => (d i : ℂ)) * V) :
    (∀ S, NormConserving Q S → finrank ℂ S + max (numPos d) (numNeg d) ≤ Fintype.card n) ∧
    ∃ S, NormConserving Q S ∧ finrank ℂ S + max (numPos d) (numNeg d) = Fintype.card n := by
  -- `Q ↦ -Q` swaps `p` and `q` and keeps the norm-conserving subspaces
  have hD : diagonal (fun i => ((-d i : ℝ) : ℂ)) = -diagonal (fun i => (d i : ℂ)) := by
    ext i j
    by_cases h : i = j <;> simp [h]
  have hQ' : -Q = Vᴴ * diagonal (fun i => (((fun l => -d l) i : ℝ) : ℂ)) * V := by
    beta_reduce
    rw [hD, hQ, Matrix.mul_neg, Matrix.neg_mul]
  have hN : ∀ S, NormConserving (-Q) S ↔ NormConserving Q S := fun S => by
    simp only [NormConserving, form, neg_mulVec, dotProduct_neg, neg_eq_zero]
  have e1 : numPos (fun l => -d l) = numNeg d :=
    Fintype.card_congr (Equiv.subtypeEquivRight fun _ => neg_pos)
  have e2 : numNeg (fun l => -d l) = numPos d :=
    Fintype.card_congr (Equiv.subtypeEquivRight fun _ => neg_lt_zero)
  have hup : ∀ S, NormConserving Q S →
      finrank ℂ S + max (numPos d) (numNeg d) ≤ Fintype.card n := by
    intro S hS
    have h1 := finrank_add_numPos_le hV hQ hS
    have h2 := finrank_add_numPos_le (d := fun l => -d l) hV hQ' ((hN S).2 hS)
    omega
  refine ⟨hup, ?_⟩
  rcases le_total (numNeg d) (numPos d) with h | h
  · obtain ⟨S, hS, hd⟩ := exists_normConserving hQ h
    have := hup S hS
    exact ⟨S, hS, by omega⟩
  · obtain ⟨S, hS, hd⟩ := exists_normConserving (d := fun l => -d l) hQ' (by omega)
    have := hup S ((hN S).1 hS)
    exact ⟨S, (hN S).1 hS, by omega⟩
```

## (g) The dimension from the eigenvalues of Q

Let p and q now count the positive and negative eigenvalues of the augmentation matrix. Show that max(p,q) ≤ m and that m − max(p,q) is the largest dimension of a norm-conserving subspace.

By (a) and the spectral theorem, Q = U diag(λ) Uᴴ with U unitary and real eigenvalues λ_i. This is the shape of (f) with V = Uᴴ, invertible with inverse U, and d = λ. The subspace that attains equality shows max(p,q) ≤ m and has dimension m − max(p,q); the bound excludes anything larger.

The hypotheses `hp` and `hq` only name the two counts and place no restriction on Φ or Φ̃. `IsGreatest` says that the number belongs to the set of dimensions r of norm-conserving subspaces and is at least as large as every member. Subtraction of natural numbers truncates at zero, and the first conjunct shows that no truncation occurs. The proof takes U from `hH.eigenvectorUnitary`, the factorisation from `hH.spectral_theorem`, and finishes with `largest_of_congruence`. The theorem fixes a dimension and does not single out a subspace. Projector functions, the Hamiltonian and scattering properties are not part of the model.

```lean
/-- If the augmentation matrix has `p` positive and `q` negative eigenvalues, then
`max(p,q) ≤ m` and the largest dimension of a norm-conserving subspace is `m - max(p,q)`. -/
theorem largest_normConserving (Phi Phit : Matrix k n ℂ) (p q : ℕ)
    (hp : p = numPos (augmentation_isHermitian Phi Phit).eigenvalues)
    (hq : q = numNeg (augmentation_isHermitian Phi Phit).eigenvalues) :
    max p q ≤ Fintype.card n ∧
    IsGreatest {r | ∃ S, NormConserving (augmentation Phi Phit) S ∧ finrank ℂ S = r}
      (Fintype.card n - max p q) := by
  have hH := augmentation_isHermitian Phi Phit
  obtain ⟨U, hU, hQ⟩ : ∃ U : Matrix n n ℂ, IsUnit Uᴴ ∧ augmentation Phi Phit
      = Uᴴᴴ * diagonal (fun i => (hH.eigenvalues i : ℂ)) * Uᴴ := by
    have hm := hH.eigenvectorUnitary.2
    refine ⟨hH.eigenvectorUnitary.1, ⟨⟨_, hH.eigenvectorUnitary.1,
      mem_unitaryGroup_iff'.1 hm, mem_unitaryGroup_iff.1 hm⟩, rfl⟩, ?_⟩
    have h := hH.spectral_theorem
    rw [conjTranspose_conjTranspose]
    rw [Unitary.conjStarAlgAut_apply] at h
    exact h
  obtain ⟨hup, S, hS, hd⟩ := largest_of_congruence hU hQ
  rw [← hp, ← hq] at hup hd
  refine ⟨by omega, ⟨S, hS, by omega⟩, ?_⟩
  rintro r ⟨T, hT, rfl⟩
  have := hup T hT
  omega

end

end NormConservingSubspace
```

```lean
#print axioms NormConservingSubspace.normConserving_iff_overlap
#print axioms NormConservingSubspace.largest_normConserving
```

```
'NormConservingSubspace.normConserving_iff_overlap' depends on axioms: [propext, Classical.choice, Quot.sound]
'NormConservingSubspace.largest_normConserving' depends on axioms: [propext, Classical.choice, Quot.sound]
```

## Counting signs in a calculation

In projector augmented-wave and ultrasoft schemes the entries of Q are the coefficients of the projector terms in the overlap operator, so for a finite set of partial waves at one site the result gives the largest dimension of a space of coefficient vectors on which the augmentation changes no overlap. When the overlaps are computed by quadrature with positive weights, multiplying each row of Φ and Φ̃ by the square root of its weight produces the plain dot product used above. To evaluate the formula numerically, one can then form Q, call a Hermitian eigensolver and count signs. The theorem counts exact signs, whereas in floating point a tolerance decides which eigenvalues are treated as zero, and the computed dimension can depend on it; these computational remarks are not among the statements proved in (a) to (g).
